# Plane-wave phases summed over all wavevectors of a finite periodic grid vanish away from the origin

On a periodic grid in n dimensions with N points along each axis (N nonzero), take a grid point x and add up the phases exp(2πi h·x/N) over all N^n integer wavevectors h, counted modulo N. The theorem says that this sum is N^n if x is the origin and zero otherwise; the sum is unnormalised, and dividing it by N^n would give 1 or 0. The attempt leaves the case x = 0 to `simp`. For any other x it picks an axis i on which x has a nonzero coordinate and shifts every h by one unit along it, which only reorders the sum but also multiplies it by a phase other than one, so the sum must be zero.

An attempt in Lean 4 with a fault in it:

```lean
import Mathlib

open Matrix Finset
open scoped Real ComplexConjugate

namespace PhaseSum

noncomputable section

variable {n N : ℕ} [NeZero N]

/-- Orthogonality of phases: `exp(2πi h·x/N)` summed over all reflections `h` is `N^n` at the
origin `x = 0` and zero at every other grid point. -/
theorem phase_sum (x : Fin n → ZMod N) :
    ∑ h : Fin n → ZMod N, (ZMod.stdAddChar (h ⬝ᵥ x) : ℂ) = if x = 0 then (N : ℂ) ^ n else 0 := by
  by_cases hx : x = 0
  · subst hx
    simp [ZMod.card]
  · rw [if_neg hx]
    obtain ⟨i, hi⟩ := Function.ne_iff.mp hx
    -- shifting `h` by one unit along axis `i` multiplies the sum by a phase other than one
    have hS : (ZMod.stdAddChar (x i) : ℂ) * ∑ h : Fin n → ZMod N, ZMod.stdAddChar (h ⬝ᵥ x)
        = ∑ h : Fin n → ZMod N, (ZMod.stdAddChar (h ⬝ᵥ x) : ℂ) := by
      rw [Finset.mul_sum]
      refine Fintype.sum_equiv (Equiv.addRight (Pi.single i 1)) _ _ fun h => ?_
      change _ = (ZMod.stdAddChar ((h + Pi.single i 1) ⬝ᵥ x) : ℂ)
      rw [add_dotProduct, single_dotProduct, one_mul, AddChar.map_add_eq_mul, mul_comm]
    by_contra hne
    have h1 := mul_right_cancel₀ hne (hS.trans (one_mul _).symm)
    exact hi (ZMod.injective_stdAddChar (h1.trans (AddChar.map_zero_eq_one _).symm))

end

end PhaseSum
```

The compiler's answer:

```
Main.lean:26:6: error: (deterministic) timeout at `isDefEq`, maximum number of heartbeats (200000) has been reached

Note: Use `set_option maxHeartbeats <num>` to set the limit.

Hint: Additional diagnostic information may be available using the `set_option diagnostics true` command.
Main.lean:29:4: error: (deterministic) timeout at `«tactic execution»`, maximum number of heartbeats (200000) has been reached

Note: Use `set_option maxHeartbeats <num>` to set the limit.

Hint: Additional diagnostic information may be available using the `set_option diagnostics true` command.
Main.lean:26:36: error: (deterministic) timeout at `«synthesize pending MVars»`, maximum number of heartbeats (200000) has been reached

Note: Use `set_option maxHeartbeats <num>` to set the limit.

Hint: Additional diagnostic information may be available using the `set_option diagnostics true` command.
```

Cause. The first and third messages fall on the `change` line. There Lean had to elaborate `h + Pi.single i 1` afresh and check that the restated goal agreed by definition with the one containing `Equiv.addRight (Pi.single i 1)`. It ran out of heartbeats doing so; the messages don't show which unfolding was costly. The timeout at `have h1` shows no separate fault, since the heartbeat limit covers the whole declaration and was already spent.

The repair obtains a vector `u` known only by `hu : u ⬝ᵥ x = x i`. `Pi.single i 1` serves as the witness, but the shift no longer mentions it, so Lean can't unfold it there. `change` is gone, and `simp only` applies the shift through `Equiv.coe_addRight`, then splits the dot product and the phase by named lemmas, with `hu` supplying the value of `u ⬝ᵥ x`.

Closing with `exact mul_comm _ _` instead of a rewrite is tidying, as is simplifying `hi`, which merely writes the zero function's value at `i` as `0`.

The mended proof, as a diff:

```diff
@@ -19,11 +19,14 @@
   · rw [if_neg hx]
     obtain ⟨i, hi⟩ := Function.ne_iff.mp hx
+    simp only [Pi.zero_apply, ne_eq] at hi
+    obtain ⟨u, hu⟩ : ∃ u : Fin n → ZMod N, u ⬝ᵥ x = x i :=
+      ⟨Pi.single i 1, by rw [single_dotProduct, one_mul]⟩
     -- shifting `h` by one unit along axis `i` multiplies the sum by a phase other than one
     have hS : (ZMod.stdAddChar (x i) : ℂ) * ∑ h : Fin n → ZMod N, ZMod.stdAddChar (h ⬝ᵥ x)
         = ∑ h : Fin n → ZMod N, (ZMod.stdAddChar (h ⬝ᵥ x) : ℂ) := by
       rw [Finset.mul_sum]
-      refine Fintype.sum_equiv (Equiv.addRight (Pi.single i 1)) _ _ fun h => ?_
-      change _ = (ZMod.stdAddChar ((h + Pi.single i 1) ⬝ᵥ x) : ℂ)
-      rw [add_dotProduct, single_dotProduct, one_mul, AddChar.map_add_eq_mul, mul_comm]
+      refine Fintype.sum_equiv (Equiv.addRight u) _ _ fun h => ?_
+      simp only [Equiv.coe_addRight, add_dotProduct, hu, AddChar.map_add_eq_mul]
+      exact mul_comm _ _
     by_contra hne
     have h1 := mul_right_cancel₀ hne (hS.trans (one_mul _).symm)
```
